# A geometric-series bound on the partition function of a particle in a box

For real `c > 0`, the theorem states that the sum of exp(−ck²) over k = 1, 2, 3, … converges and is at most e^(−c)/(1 − e^(−c)). In physics this sum is the canonical partition function of a single spinless particle in a one-dimensional infinite well, with energies measured from the well's floor and `c` the ground-state energy divided by k_BT; the file itself deals only with the sum. The attempt bounds each term by the matching term of a geometric series with ratio e^(−c), which works because k² ≥ k. Convergence and the bound on the sum then both follow by comparison with that series.

As first written in Lean, the proof fails:

```lean
import Mathlib

open Real Filter Topology

namespace GaussSumBound

noncomputable section

/-- The one-sided Gaussian sum of `exp (-c k²)` over `k = 1, 2, 3, …`, for `c > 0`. -/
def gaussSum (c : ℝ) : ℝ := ∑' n : ℕ, exp (-(c * ((n : ℝ) + 1) ^ 2))

/-- For `c > 0` the Gaussian sum converges and is at most the geometric series with ratio
`exp (-c)` that starts at `exp (-c)`. -/
theorem gaussSum_bound {c : ℝ} (hc : 0 < c) :
    (Summable fun n : ℕ => exp (-(c * ((n : ℝ) + 1) ^ 2))) ∧
      gaussSum c ≤ exp (-c) * (1 - exp (-c))⁻¹ := by
  have hle : ∀ n : ℕ, exp (-(c * ((n : ℝ) + 1) ^ 2)) ≤ exp (-c) * exp (-c) ^ n := by
    intro n
    rw [← Real.exp_nat_mul, ← Real.exp_add]
    apply Real.exp_le_exp.mpr
    have hn : (0 : ℝ) ≤ n := Nat.cast_nonneg n
    nlinarith [mul_nonneg hc.le hn, mul_nonneg hc.le (mul_nonneg hn hn)]
  have hg := (hasSum_geometric_of_lt_one (exp_pos (-c)).le
    (Real.exp_lt_one (by linarith))).mul_left (exp (-c))
  have hs := Summable.of_nonneg_of_le (fun n => (exp_pos _).le) hle hg.summable
  exact ⟨hs, hasSum_le hle hs.hasSum hg⟩

end

end GaussSumBound
```

Compiling this gives:

```
Main.lean:24:5: error(lean.unknownIdentifier): Unknown constant `Real.exp_lt_one`
```

Cause. The message says that Lean knows no constant called `Real.exp_lt_one`: the proof cites a lemma that does not exist under that name in the Mathlib it is compiled against. The lemma was wanted for the geometric series. `hasSum_geometric_of_lt_one` needs a ratio that is non-negative and less than 1, and the missing name was to supply the second condition, `exp (-c) < 1`.

The repair uses `Real.exp_lt_one_iff`, which states that `exp x < 1` holds if and only if `x < 0`. Since this is an equivalence and not an implication, `.mpr` is added to take it from right to left, so that a proof of `-c < 0` yields `exp (-c) < 1`. The existing `by linarith` provides that proof from `hc : 0 < c`. The mathematical argument is unchanged.

The mended proof, as a diff:

```diff
@@ -22,5 +22,5 @@
     nlinarith [mul_nonneg hc.le hn, mul_nonneg hc.le (mul_nonneg hn hn)]
   have hg := (hasSum_geometric_of_lt_one (exp_pos (-c)).le
-    (Real.exp_lt_one (by linarith))).mul_left (exp (-c))
+    (Real.exp_lt_one_iff.mpr (by linarith))).mul_left (exp (-c))
   have hs := Summable.of_nonneg_of_le (fun n => (exp_pos _).le) hle hg.summable
   exact ⟨hs, hasSum_le hle hs.hasSum hg⟩
```
